# States with more than 2S bosons span a nonzero proper subspace of the boson space

The boson space is modelled by the complex polynomials, with `X ^ k` standing, without normalisation, for the state of k bosons, so that only finite combinations of these states occur. For any natural number `N`, in the role of 2S, `unphysical N` is the span of the powers with k > `N`, and the theorem says that this subspace is neither zero nor everything. The attempt proves the first half by exhibiting the nonzero element `X ^ (N + 1)`. For the second it shows that every element of the subspace has constant coefficient zero, which the polynomial 1, the state with no bosons, does not.

An attempt in Lean 4 with a fault in it:

```lean
import Mathlib

open Polynomial

namespace DysonMaleevSubspaces

noncomputable section

/-- The unphysical space, spanned by the states `x^k` with more than `2S` bosons. -/
def unphysical (N : ℕ) : Submodule ℂ ℂ[X] :=
  Submodule.span ℂ ((fun k : ℕ => (X : ℂ[X]) ^ k) '' Set.Ioi N)

/-- The unphysical space is neither zero nor the whole boson space. -/
theorem unphysical_proper (N : ℕ) : unphysical N ≠ ⊥ ∧ unphysical N ≠ ⊤ := by
  constructor
  · intro h
    have hx : (X : ℂ[X]) ^ (N + 1) ∈ unphysical N :=
      Submodule.subset_span ⟨N + 1, Nat.lt_succ_self N, rfl⟩
    rw [h, Submodule.mem_bot] at hx
    exact pow_ne_zero _ X_ne_zero hx
  · intro h
    have hle : unphysical N ≤ LinearMap.ker (lcoeff ℂ 0) := by
      refine Submodule.span_le.2 ?_
      rintro _ ⟨k, hk, rfl⟩
      have hk' : N < k := hk
      have hne : 0 ≠ k := by omega
      simp [coeff_X_pow, hne]
    have h1 : (1 : ℂ[X]).coeff 0 = 0 := hle (h ▸ Submodule.mem_top)
    simp at h1

end

end DysonMaleevSubspaces
```

The error:

```
Main.lean:28:40: error: Type mismatch
  hle (Eq.symm h ▸ Submodule.mem_top)
has type
  ?m.151 ∈ (lcoeff ℂ 0).ker
but is expected to have type
  coeff 1 0 = 0
```

The error says that the term given for `h1` proves that some element lies in the kernel of `lcoeff ℂ 0`, whereas the expected type is `coeff 1 0 = 0`. The element is still undetermined, which is what `?m.151` means. Nothing in the argument of `hle` settles it, since `Submodule.mem_top` holds of every element. Lean would have had to find the polynomial 1 by matching the kernel membership against the coefficient equation, and it did not.

The repair first proves `hone`, whose stated type names the element as `(1 : ℂ[X])`. Then `hle hone` says that 1 lies in the kernel, and with no unknown left Lean can unfold this to the required equation. Inside `hone`, `rw [h]` turns the goal into membership of the whole space, which `Submodule.mem_top` closes. This does the work meant for `▸`, of which the message makes no separate complaint.

Fix (accepted with no message):

```diff
@@ -26,5 +26,8 @@
       have hne : 0 ≠ k := by omega
       simp [coeff_X_pow, hne]
-    have h1 : (1 : ℂ[X]).coeff 0 = 0 := hle (h ▸ Submodule.mem_top)
+    have hone : (1 : ℂ[X]) ∈ unphysical N := by
+      rw [h]
+      exact Submodule.mem_top
+    have h1 : (1 : ℂ[X]).coeff 0 = 0 := hle hone
     simp at h1
 
```
